# Free Dirac spinors of positive energy, normalised to $u^\dagger u=2E$, have $u^\dagger\beta u=2m$

Q: Before I believe any theorem, I want the definitions. What is the physical problem, and in which conventions?

A: A free spin-1/2 particle has mass $m$ and momentum $p$, and we want the constant four-spinor $u$ that multiplies its positive-energy plane wave. Units are $\hbar=c=1$, and $E=\sqrt{p\cdot p+m^2}$. For a unit two-spinor $\chi$, the candidate is

$$u(\chi)=\sqrt{E+m}\,\Bigl(\chi,\ \frac{\sigma\cdot p}{E+m}\chi\Bigr).$$

When $m>0$ or $p\neq0$, it satisfies $Hu=Eu$, $u^\dagger u=2E$ and $u^\dagger\beta u=2m$, where $H=\alpha\cdot p+\beta m$.

```lean
import Mathlib

open Matrix

namespace DiracPlaneWaveSpinor

noncomputable section
```

The Pauli matrices $\sigma_k$ are written out entry by entry. The index $k$ runs over $0,1,2$, which stand for $x,y,z$.

```lean
/-- The three Pauli matrices. -/
def pauli : Fin 3 → Matrix (Fin 2) (Fin 2) ℂ :=
  ![!![0, 1; 1, 0], !![0, -Complex.I; Complex.I, 0], !![1, 0; 0, -1]]
```

The combination $\sigma\cdot p=\sum_k p_k\sigma_k$ takes a real momentum vector.

```lean
/-- The matrix `σ·p` for a real momentum `p`. -/
def sigmaDot (p : Fin 3 → ℝ) : Matrix (Fin 2) (Fin 2) ℂ := ∑ k, (p k : ℂ) • pauli k
```

Q: And the four-component matrices? There are several representations in use.

A: This is the Dirac representation. The index type `Fin 2 ⊕ Fin 2` splits a four-spinor into an upper pair, labelled `Sum.inl`, and a lower pair, labelled `Sum.inr`. Each $\alpha_k$ has $\sigma_k$ in its off-diagonal blocks.

```lean
/-- The matrices `α_k` in the Dirac representation. -/
def alpha (k : Fin 3) : Matrix (Fin 2 ⊕ Fin 2) (Fin 2 ⊕ Fin 2) ℂ :=
  fromBlocks 0 (pauli k) (pauli k) 0
```

The matrix $\beta$ is $+1$ on the upper pair and $-1$ on the lower pair.

```lean
/-- The matrix `β` in the Dirac representation. -/
def beta : Matrix (Fin 2 ⊕ Fin 2) (Fin 2 ⊕ Fin 2) ℂ := fromBlocks 1 0 0 (-1)
```

Q: The Dirac Hamiltonian is a differential operator. Yours will be a 4×4 matrix.

A: Yes, it is the matrix left after $-i\alpha\cdot\nabla+\beta m$ has acted on $u\,e^{ip\cdot x}$, where each derivative $-i\partial_k$ becomes the number $p_k$. That reduction is the step from the model to the wave equation, and you supply it yourself.

```lean
/-- The free Dirac Hamiltonian `H = α·p + β m`. -/
def hamiltonian (p : Fin 3 → ℝ) (m : ℝ) : Matrix (Fin 2 ⊕ Fin 2) (Fin 2 ⊕ Fin 2) ℂ :=
  (∑ k, (p k : ℂ) • alpha k) + (m : ℂ) • beta
```

The energy is the non-negative root.

```lean
/-- The relativistic energy `E = √(p·p + m²)`. -/
def energy (p : Fin 3 → ℝ) (m : ℝ) : ℝ := √(p ⬝ᵥ p + m ^ 2)
```

The four-spinor $u(\chi)$ is called `spinor`, and its argument `χ` is the two-spinor.

```lean
/-- The spinor `u(χ) = √(E+m) (χ, σ·p χ/(E+m))`, meant for `E + m > 0`. -/
def spinor (p : Fin 3 → ℝ) (m : ℝ) (χ : Fin 2 → ℂ) : Fin 2 ⊕ Fin 2 → ℂ :=
  ((√(energy p m + m) : ℝ) : ℂ) •
    Sum.elim χ ((((energy p m + m)⁻¹ : ℝ) : ℂ) • (sigmaDot p *ᵥ χ))
```

Q: You divide by $E+m$. My textbook assumes $m>0$, and you allow "$m>0$ or $p\neq0$". What does that include?

A: It includes a moving massless particle. It also admits a negative parameter $m$ if $p\neq0$, although a physical mass has $m\ge0$. In the remaining case, $p=0$ and $m\le0$, we have $E+m=0$ and the formula divides by zero. Lean sets the inverse of zero to zero, and the prefactor $\sqrt{E+m}$ vanishes, so `spinor` is then the zero vector.

The condition yields $E+m>0$. If $m>0$, this follows from $E\ge0$. If $p\ne0$, some component is nonzero, so $p\cdot p>0$ and $E>\sqrt{m^2}=|m|\ge-m$. The proof splits into the same two cases.

```lean
variable {p : Fin 3 → ℝ} {m : ℝ}

/-- If the mass is positive or the momentum is nonzero, then `E + m > 0`. -/
theorem energy_add_mass_pos (h : 0 < m ∨ p ≠ 0) : 0 < energy p m + m := by
  rcases h with hm | hp
  · have : 0 ≤ energy p m := Real.sqrt_nonneg _
    linarith
  · obtain ⟨k, hk⟩ := Function.ne_iff.1 hp
    have hpp : 0 < p ⬝ᵥ p :=
      Finset.sum_pos' (fun i _ => mul_self_nonneg (p i))
        ⟨k, Finset.mem_univ k, mul_self_pos.2 hk⟩
    -- a moving particle has `E > |m|`
    have h1 : √(m ^ 2) < energy p m := Real.sqrt_lt_sqrt (sq_nonneg m) (by linarith)
    rw [Real.sqrt_sq_eq_abs] at h1
    linarith [neg_abs_le m]
```

Write $N=\sqrt{E+m}$ and $t=1/(E+m)$. Positivity enters the later proofs through $N^2=E+m$ and $t(E+m)=1$, stated here as equations between complex numbers and named `hs` and `ht` where they are used. The proof of the last theorem also uses $N\neq0$, and there `hs` stands for $N\,N^{-1}=1$ instead.

```lean
/-- If the mass is positive or the momentum is nonzero, the two amplitudes in the spinor
satisfy `√(E+m)² = E+m` and `(E+m)⁻¹ (E+m) = 1`. -/
theorem amplitude_relations (h : 0 < m ∨ p ≠ 0) :
    ((√(energy p m + m) : ℝ) : ℂ) * ((√(energy p m + m) : ℝ) : ℂ) = (energy p m : ℂ) + m ∧
    (((energy p m + m)⁻¹ : ℝ) : ℂ) * ((energy p m : ℂ) + m) = 1 := by
  have hc := energy_add_mass_pos h
  constructor
  · rw [← Complex.ofReal_mul, Real.mul_self_sqrt hc.le, Complex.ofReal_add]
  · rw [← Complex.ofReal_add, ← Complex.ofReal_mul, inv_mul_cancel₀ hc.ne',
      Complex.ofReal_one]
```

Q: Now the algebra. Where does the energy enter?

A: Through the square of $\sigma\cdot p$. Explicitly,

$$\sigma\cdot p=\begin{pmatrix}p_2&p_0-ip_1\\p_0+ip_1&-p_2\end{pmatrix}.$$

In the square, each diagonal entry is $p_2^2+(p_0-ip_1)(p_0+ip_1)=p\cdot p$, and the off-diagonal entries cancel. Since $E^2=p\cdot p+m^2$,

$$(\sigma\cdot p)^2=p\cdot p=E^2-m^2=(E-m)(E+m).$$

Lean checks the matrix square entry by entry as `hsq`, then factorises $p\cdot p$ as `hr`.

```lean
/-- Acting twice with `σ·p` multiplies a two-spinor by `(E-m)(E+m)`. -/
theorem sigmaDot_sigmaDot (p : Fin 3 → ℝ) (m : ℝ) (χ : Fin 2 → ℂ) :
    sigmaDot p *ᵥ (sigmaDot p *ᵥ χ) =
      (((energy p m : ℂ) - m) * ((energy p m : ℂ) + m)) • χ := by
  have hsq : sigmaDot p * sigmaDot p = ((p ⬝ᵥ p : ℝ) : ℂ) • 1 := by
    ext i j
    fin_cases i <;> fin_cases j <;> apply Complex.ext <;>
      simp [sigmaDot, pauli, Matrix.mul_apply, Fin.sum_univ_three, dotProduct] <;> ring
  have h0 : 0 ≤ p ⬝ᵥ p := Finset.sum_nonneg fun i _ => mul_self_nonneg (p i)
  have hE : energy p m ^ 2 = p ⬝ᵥ p + m ^ 2 := Real.sq_sqrt (by positivity)
  have hr : p ⬝ᵥ p = (energy p m - m) * (energy p m + m) := by linear_combination -hE
  have hc : ((p ⬝ᵥ p : ℝ) : ℂ) = ((energy p m : ℂ) - m) * ((energy p m : ℂ) + m) := by
    exact_mod_cast congrArg (fun x : ℝ => (x : ℂ)) hr
  rw [mulVec_mulVec, hsq, smul_mulVec, one_mulVec, hc]
```

For a four-spinor $(a,b)$, the blocks of $H$ give

$$H(a,b)=\bigl(ma+\sigma\cdot p\,b,\ \ \sigma\cdot p\,a-mb\bigr).$$

The next lemma assembles the block matrix and applies it.

```lean
/-- The Dirac Hamiltonian couples the upper and lower components through `σ·p` and gives
them the mass terms `+m` and `-m`. -/
theorem hamiltonian_mulVec (p : Fin 3 → ℝ) (m : ℝ) (w : Fin 2 ⊕ Fin 2 → ℂ) :
    hamiltonian p m *ᵥ w =
      Sum.elim ((m : ℂ) • (w ∘ Sum.inl) + sigmaDot p *ᵥ (w ∘ Sum.inr))
        (sigmaDot p *ᵥ (w ∘ Sum.inl) - (m : ℂ) • (w ∘ Sum.inr)) := by
  have hb : hamiltonian p m =
      fromBlocks ((m : ℂ) • 1) (sigmaDot p) (sigmaDot p) (-((m : ℂ) • 1)) := by
    ext (i | i) (j | j) <;>
      simp [hamiltonian, alpha, beta, sigmaDot, Fin.sum_univ_three]
  rw [hb, fromBlocks_mulVec, neg_mulVec, smul_mulVec, smul_mulVec, one_mulVec, one_mulVec,
    sub_eq_add_neg]
```

Q: For the norms you need an inner product. Which one?

A: `star u ⬝ᵥ v` is $u^\dagger v$, conjugate-linear in the first slot. Because $\sigma\cdot p$ is hermitian, it can be moved off the left-hand spinor:

$$u(\chi)^\dagger(a,b)=N\bigl(\chi^\dagger a+t\,\chi^\dagger(\sigma\cdot p)b\bigr).$$

In the proof, `hH` is the hermiticity and `h1` is the move.

```lean
/-- The overlap of `u(χ)` with a four-spinor `(a, b)` reduces to overlaps of two-spinors:
`√(E+m) (χ†a + χ†(σ·p)b/(E+m))`, with `1/(E+m)` read as zero when `E + m = 0`. -/
theorem spinor_dot (p : Fin 3 → ℝ) (m : ℝ) (χ a b : Fin 2 → ℂ) :
    star (spinor p m χ) ⬝ᵥ Sum.elim a b =
      ((√(energy p m + m) : ℝ) : ℂ) * (star χ ⬝ᵥ a +
        (((energy p m + m)⁻¹ : ℝ) : ℂ) * (star χ ⬝ᵥ (sigmaDot p *ᵥ b))) := by
  have hH : (sigmaDot p)ᴴ = sigmaDot p := by
    ext i j
    fin_cases i <;> fin_cases j <;> apply Complex.ext <;>
      simp [sigmaDot, pauli, Fin.sum_univ_three]
  -- hermiticity moves `σ·p` to the other side
  have h1 : star (sigmaDot p *ᵥ χ) ⬝ᵥ b = star χ ⬝ᵥ (sigmaDot p *ᵥ b) := by
    rw [star_mulVec, hH, dotProduct_mulVec]
  rw [← h1, spinor]
  generalize sigmaDot p *ᵥ χ = y
  simp [dotProduct, Fintype.sum_sum_type, Fin.sum_univ_two]
  ring
```

Now put $(a,b)=u(\chi')$ for a second two-spinor $\chi'$:

$$\begin{aligned}u(\chi)^\dagger u(\chi')&=N^2\bigl(\chi^\dagger\chi'+t^2\chi^\dagger(\sigma\cdot p)^2\chi'\bigr)\\&=(E+m)\Bigl(1+\frac{E-m}{E+m}\Bigr)\chi^\dagger\chi'=2E\,\chi^\dagger\chi'.\end{aligned}$$

With $\beta$ inserted, the lower contribution changes sign, and $(E+m)-(E-m)=2m$ replaces $2E$. Neither two-spinor has to be normalised here, and orthogonal two-spinors give orthogonal four-spinors. The two closing `linear_combination` steps insert the relations for $N$ and $t$.

```lean
/-- If the mass is positive or the momentum is nonzero, then for any two-spinors
`u(χ)†u(χ') = 2E χ†χ'` and `u(χ)†β u(χ') = 2m χ†χ'`. -/
theorem spinor_overlap (h : 0 < m ∨ p ≠ 0) (χ χ' : Fin 2 → ℂ) :
    star (spinor p m χ) ⬝ᵥ spinor p m χ' = 2 * (energy p m : ℂ) * (star χ ⬝ᵥ χ') ∧
    star (spinor p m χ) ⬝ᵥ (beta *ᵥ spinor p m χ') = 2 * (m : ℂ) * (star χ ⬝ᵥ χ') := by
  obtain ⟨hs, ht⟩ := amplitude_relations h
  have hβ : beta *ᵥ spinor p m χ' = ((√(energy p m + m) : ℝ) : ℂ) •
      Sum.elim χ' (-((((energy p m + m)⁻¹ : ℝ) : ℂ) • (sigmaDot p *ᵥ χ'))) := by
    rw [spinor, beta, mulVec_smul, fromBlocks_mulVec, Sum.elim_comp_inl, Sum.elim_comp_inr,
      one_mulVec, zero_mulVec, zero_mulVec, neg_mulVec, one_mulVec, add_zero, zero_add]
  have hu : spinor p m χ' = ((√(energy p m + m) : ℝ) : ℂ) •
      Sum.elim χ' ((((energy p m + m)⁻¹ : ℝ) : ℂ) • (sigmaDot p *ᵥ χ')) := rfl
  rw [hβ, hu, dotProduct_smul, dotProduct_smul, spinor_dot, spinor_dot, mulVec_neg,
    mulVec_smul, sigmaDot_sigmaDot p m, dotProduct_neg, dotProduct_smul, dotProduct_smul]
  simp only [smul_eq_mul]
  generalize star χ ⬝ᵥ χ' = X
  generalize (((energy p m + m)⁻¹ : ℝ) : ℂ) = t at ht ⊢
  -- the lower components contribute `(E-m) X`, with a minus sign under `β`
  constructor
  · linear_combination (X + t ^ 2 * (energy p m - m) * (energy p m + m) * X) * hs +
      (energy p m - m) * X * (t * (energy p m + m) + 1) * ht
  · linear_combination (X - t ^ 2 * (energy p m - m) * (energy p m + m) * X) * hs -
      (energy p m - m) * X * (t * (energy p m + m) + 1) * ht
```

Q: So a "unit" $\chi$ doesn't give a unit $u$. Are $2E$ and $2m$ expectation values?

A: Not as they stand. The norm squared of $u$ is $2E$, so the expectation value of $\beta$ in the normalised state is $2m/2E=m/E$. It equals 1 for a massive particle at rest and 0 for a moving massless one.

The eigenvalue equation remains. The upper component of $Hu$ is

$$N\bigl(m\chi+t(\sigma\cdot p)^2\chi\bigr)=N\bigl(m+(E-m)\bigr)\chi=E\,N\chi,$$

and the lower one is

$$N(1-mt)\,\sigma\cdot p\,\chi=N\,t\,(E+m-m)\,\sigma\cdot p\,\chi=E\,N\,t\,\sigma\cdot p\,\chi.$$

These are $E$ times the components of $u$.

The main theorem reads as follows. Take a real momentum `p` and a real `m` with `0 < m ∨ p ≠ 0`, and a complex two-spinor `χ` with `star χ ⬝ᵥ χ = 1`. Then the matrix equation $Hu=Eu$ holds, together with $u^\dagger u=2E$ and $u^\dagger\beta u=2m$. The proof takes the two overlaps from the previous theorem with $\chi'=\chi$, cancels the common factor $N$ in the eigenvalue equation, and checks the upper and lower components separately.

```lean
/-- If the mass is positive or the momentum is nonzero, the spinor `u` built on a unit
two-spinor `χ` satisfies `H u = E u`, `u†u = 2E` and `u†βu = 2m`. -/
theorem dirac_spinor (h : 0 < m ∨ p ≠ 0) (χ : Fin 2 → ℂ) (hχ : star χ ⬝ᵥ χ = 1) :
    hamiltonian p m *ᵥ spinor p m χ = (energy p m : ℂ) • spinor p m χ ∧
    star (spinor p m χ) ⬝ᵥ spinor p m χ = 2 * (energy p m : ℂ) ∧
    star (spinor p m χ) ⬝ᵥ (beta *ᵥ spinor p m χ) = 2 * (m : ℂ) := by
  obtain ⟨_, ht⟩ := amplitude_relations h
  obtain ⟨h1, h2⟩ := spinor_overlap h χ χ
  rw [hχ, mul_one] at h1 h2
  refine ⟨?_, h1, h2⟩
  rw [spinor, mulVec_smul, smul_comm]
  congr 1
  rw [hamiltonian_mulVec, Sum.elim_comp_inl, Sum.elim_comp_inr, mulVec_smul,
    sigmaDot_sigmaDot p m]
  ext (i | i)
  · simp only [Sum.elim_inl, Pi.add_apply, Pi.smul_apply, smul_eq_mul]
    linear_combination ((energy p m : ℂ) - m) * χ i * ht
  · simp only [Sum.elim_inr, Pi.sub_apply, Pi.smul_apply, smul_eq_mul]
    linear_combination -(sigmaDot p *ᵥ χ) i * ht
```

Q: A relativistic particle has velocity $p/E$. Does the current of this spinor agree with that?

A: It does. Since $\alpha_k$ swaps the blocks, $\alpha_k u=N(t\,\sigma_k\,\sigma\cdot p\,\chi,\ \sigma_k\chi)$, and the overlap formula gives

$$u^\dagger\alpha_k u=N^2t\,\chi^\dagger\bigl(\sigma_k\,\sigma\cdot p+\sigma\cdot p\,\sigma_k\bigr)\chi.$$

Here $N^2t=1$. From $\sigma_k\sigma_j+\sigma_j\sigma_k=2\delta_{kj}$ the bracket is $2p_k$ times the identity, so the current is $2p_k$. Divided by $u^\dagger u=2E$, it is $p_k/E$, the relativistic velocity.

In Lean, `hanti` is the anticommutator, checked entry by entry, and `hA` is its value in the state $\chi$. The last line combines `hA` with the relations for $N$ and $t$.

```lean
/-- If the mass is positive or the momentum is nonzero, the spinor `u` built on a unit
two-spinor carries the current `u†α_k u = 2 p_k`. -/
theorem spinor_current (h : 0 < m ∨ p ≠ 0) (χ : Fin 2 → ℂ) (hχ : star χ ⬝ᵥ χ = 1)
    (k : Fin 3) :
    star (spinor p m χ) ⬝ᵥ (alpha k *ᵥ spinor p m χ) = 2 * (p k : ℂ) := by
  obtain ⟨hs, ht⟩ := amplitude_relations h
  have hanti : pauli k * sigmaDot p + sigmaDot p * pauli k = (2 * (p k : ℂ)) • 1 := by
    ext i j
    fin_cases k <;> fin_cases i <;> fin_cases j <;> apply Complex.ext <;>
      simp [sigmaDot, pauli, Fin.sum_univ_three] <;> ring
  have hA : star χ ⬝ᵥ (pauli k *ᵥ (sigmaDot p *ᵥ χ)) +
      star χ ⬝ᵥ (sigmaDot p *ᵥ (pauli k *ᵥ χ)) = 2 * (p k : ℂ) := by
    rw [← dotProduct_add, mulVec_mulVec, mulVec_mulVec, ← add_mulVec, hanti, smul_mulVec,
      one_mulVec, dotProduct_smul, hχ, smul_eq_mul, mul_one]
  have hα : alpha k *ᵥ spinor p m χ = ((√(energy p m + m) : ℝ) : ℂ) •
      Sum.elim ((((energy p m + m)⁻¹ : ℝ) : ℂ) • (pauli k *ᵥ (sigmaDot p *ᵥ χ)))
        (pauli k *ᵥ χ) := by
    rw [spinor, alpha, mulVec_smul, fromBlocks_mulVec, Sum.elim_comp_inl, Sum.elim_comp_inr,
      zero_mulVec, zero_mulVec, mulVec_smul, add_zero, zero_add]
  rw [hα, dotProduct_smul, spinor_dot, dotProduct_smul]
  simp only [smul_eq_mul]
  generalize star χ ⬝ᵥ (pauli k *ᵥ (sigmaDot p *ᵥ χ)) = A at hA ⊢
  generalize star χ ⬝ᵥ (sigmaDot p *ᵥ (pauli k *ᵥ χ)) = B at hA ⊢
  generalize (((energy p m + m)⁻¹ : ℝ) : ℂ) = t at ht ⊢
  linear_combination t * (A + B) * hs + (A + B) * ht + hA
```

Q: Last doubt. You have exhibited some solutions. Might there be others at the same energy and momentum?

A: No. Let $w=(a,b)$ satisfy $Hw=Ew$. The lower block says $\sigma\cdot p\,a-mb=Eb$, hence

$$b=\frac{\sigma\cdot p}{E+m}\,a.$$

Choose $\chi=a/N$, which is allowed because $N>0$. Then the upper component of $u(\chi)$ is $a$ and the lower one is $t\,\sigma\cdot p\,a=b$, so $w=u(\chi)$. This $\chi$ need not have unit length, since $w$ may have any norm, including zero. The proof supplies the same $\chi$; `hk` is the lower block of the eigenvalue equation, and the upper component needs only $N\,N^{-1}=1$.

In relativistic electronic structure, basis functions for the lower component are often generated by applying $\sigma\cdot p$ to those of the upper one. For a free particle at fixed momentum, the relation above shows that $\sigma\cdot p$ applied to the upper component gives the lower one exactly, up to the factor $1/(E+m)$.

```lean
/-- If the mass is positive or the momentum is nonzero, every solution of `H w = E w` is
of the form `u(χ)` for some two-spinor `χ`. -/
theorem eq_spinor_of_eigen (h : 0 < m ∨ p ≠ 0) (w : Fin 2 ⊕ Fin 2 → ℂ)
    (hw : hamiltonian p m *ᵥ w = (energy p m : ℂ) • w) : ∃ χ, w = spinor p m χ := by
  obtain ⟨_, ht⟩ := amplitude_relations h
  have hs : ((√(energy p m + m) : ℝ) : ℂ) * ((√(energy p m + m) : ℝ) : ℂ)⁻¹ = 1 :=
    mul_inv_cancel₀ (Complex.ofReal_ne_zero.2 (Real.sqrt_pos.2 (energy_add_mass_pos h)).ne')
  refine ⟨((√(energy p m + m) : ℝ) : ℂ)⁻¹ • (w ∘ Sum.inl), ?_⟩
  rw [hamiltonian_mulVec] at hw
  rw [spinor, mulVec_smul]
  ext (i | i)
  · simp only [Pi.smul_apply, Sum.elim_inl, smul_eq_mul, Function.comp_apply]
    linear_combination -w (Sum.inl i) * hs
  · -- the lower block of the eigenvalue equation fixes the lower component
    have hk := congrFun hw (Sum.inr i)
    simp only [Pi.smul_apply, Pi.sub_apply, Sum.elim_inr, smul_eq_mul,
      Function.comp_apply] at hk ⊢
    linear_combination
      -((((energy p m + m)⁻¹ : ℝ) : ℂ) * (sigmaDot p *ᵥ (w ∘ Sum.inl)) i) * hs -
      (((energy p m + m)⁻¹ : ℝ) : ℂ) * hk - w (Sum.inr i) * ht

end

end DiracPlaneWaveSpinor
```

```lean
#print axioms DiracPlaneWaveSpinor.dirac_spinor
#print axioms DiracPlaneWaveSpinor.spinor_current
#print axioms DiracPlaneWaveSpinor.eq_spinor_of_eigen
```

```
'DiracPlaneWaveSpinor.dirac_spinor' depends on axioms: [propext, Classical.choice, Quot.sound]
'DiracPlaneWaveSpinor.spinor_current' depends on axioms: [propext, Classical.choice, Quot.sound]
'DiracPlaneWaveSpinor.eq_spinor_of_eigen' depends on axioms: [propext, Classical.choice, Quot.sound]
```
